# Within the p_x and p_y orbitals, spin-orbit coupling to a frozen spin involves only the spin's z component

The lemma concerns one electron in the two orbitals p_x and p_y, with a crystal-field splitting d and a spin-orbit coupling x L·S. The spin is not a quantum variable here: it is frozen to S = n/2, where n is any real vector, not necessarily of unit length, and L is restricted to the two orbitals. The statement is that the resulting 2×2 Hamiltonian equals (d/2) diag(1, −1) plus x n_z/2 times the matrix with rows (0, −i) and (i, 0), so n_x and n_y drop out. The attempt compares the two sides entry by entry, unfolding all the definitions with `simp` and leaving the remaining algebra to `ring`.

In Lean, a first try:

```lean
import Mathlib

open Matrix

namespace HamiltonianEq

noncomputable section

/-- The orbital angular momentum matrices `L_x, L_y, L_z` (in units of ħ) in the real basis
`p_x, p_y, p_z`. -/
def orbitalL : Fin 3 → Matrix (Fin 3) (Fin 3) ℂ :=
  ![!![0, 0, 0; 0, 0, -Complex.I; 0, Complex.I, 0],
    !![0, 0, Complex.I; 0, 0, 0; -Complex.I, 0, 0],
    !![0, -Complex.I, 0; Complex.I, 0, 0; 0, 0, 0]]

/-- One electron in `p_x, p_y`: a crystal field of splitting `d`, plus the spin-orbit coupling
`x L·S` with the spin frozen to `S = n/2` and `L` restricted to these two orbitals. -/
def hamiltonian (d x : ℝ) (n : Fin 3 → ℝ) : Matrix (Fin 2) (Fin 2) ℂ :=
  (d / 2 : ℂ) • !![1, 0; 0, -1] +
    (x / 2 : ℂ) • (∑ k, (n k : ℂ) • orbitalL k).submatrix ![0, 1] ![0, 1]

/-- Within `p_x, p_y` only the `z` component of the spin direction couples to the orbital
motion. -/
theorem hamiltonian_eq (d x : ℝ) (n : Fin 3 → ℝ) :
    hamiltonian d x n = (d / 2 : ℂ) • !![1, 0; 0, -1] +
      (x / 2 * n 2 : ℂ) • !![0, -Complex.I; Complex.I, 0] := by
  ext i j
  fin_cases i <;> fin_cases j <;>
    simp [hamiltonian, orbitalL, Fin.sum_univ_three] <;> ring

end

end HamiltonianEq
```

Lean reports:

```
Try this:
  [apply] ring_nf
  
  The `ring` tactic failed to close the goal. Use `ring_nf` to obtain a normal form.
    
  Note that `ring` works primarily in *commutative* rings. If you have a noncommutative ring, abelian group or module, consider using `noncomm_ring`, `abel` or `module` instead.
Try this:
  [apply] ring_nf
  
  The `ring` tactic failed to close the goal. Use `ring_nf` to obtain a normal form.
    
  Note that `ring` works primarily in *commutative* rings. If you have a noncommutative ring, abelian group or module, consider using `noncomm_ring`, `abel` or `module` instead.
Try this:
  [apply] ring_nf
  
  The `ring` tactic failed to close the goal. Use `ring_nf` to obtain a normal form.
    
  Note that `ring` works primarily in *commutative* rings. If you have a noncommutative ring, abelian group or module, consider using `noncomm_ring`, `abel` or `module` instead.
Try this:
  [apply] ring_nf
  
  The `ring` tactic failed to close the goal. Use `ring_nf` to obtain a normal form.
    
  Note that `ring` works primarily in *commutative* rings. If you have a noncommutative ring, abelian group or module, consider using `noncomm_ring`, `abel` or `module` instead.
Main.lean:26:61: error: unsolved goals
case «0».«0»
d x : ℝ
n : Fin 3 → ℝ
⊢ ((↑x * (1 / 2)) •
        vecCons (fun j => ![0, -(↑(n 2) * Complex.I), Complex.I * ↑(n 1)] (![0, 1] j))
          (vecCons (fun j => ![↑(n 2) * Complex.I, 0, -(Complex.I * ↑(n 0))] (![0, 1] j)) !![,,]))
      0 0 =
    0

case «0».«1»
d x : ℝ
n : Fin 3 → ℝ
⊢ ((↑x * (1 / 2)) •
        vecCons (fun j => ![0, -(↑(n 2) * Complex.I), Complex.I * ↑(n 1)] (![0, 1] j))
          (vecCons (fun j => ![↑(n 2) * Complex.I, 0, -(Complex.I * ↑(n 0))] (![0, 1] j)) !![,,]))
      0 1 =
    ↑x * ↑(n 2) * Complex.I * (-1 / 2)

case «1».«0»
d x : ℝ
n : Fin 3 → ℝ
⊢ ((↑x * (1 / 2)) •
        vecCons (fun j => ![0, -(↑(n 2) * Complex.I), Complex.I * ↑(n 1)] (![0, 1] j))
          (vecCons (fun j => ![↑(n 2) * Complex.I, 0, -(Complex.I * ↑(n 0))] (![0, 1] j)) !![,,]))
      1 0 =
    ↑x * ↑(n 2) * Complex.I * (1 / 2)

case «1».«1»
d x : ℝ
n : Fin 3 → ℝ
⊢ ((↑x * (1 / 2)) •
        vecCons (fun j => ![0, -(↑(n 2) * Complex.I), Complex.I * ↑(n 1)] (![0, 1] j))
          (vecCons (fun j => ![↑(n 2) * Complex.I, 0, -(Complex.I * ↑(n 0))] (![0, 1] j)) !![,,]))
      1 1 =
    0
```

Diagnosis. The error lists all four matrix entries as unsolved. The four "Try this" messages say only that `ring` could not close these goals.

In each goal the left side is still a scalar times a whole matrix, with the indices, such as `0 1`, standing outside the product. `simp` had inserted the explicit orbital matrices and rewritten the `submatrix` as rows built with `vecCons`, but had not carried the indices through the scalar multiplication to reach an entry. `ring` does not look up matrix entries, so it had no plain identity between complex numbers to prove.

The repair changes the order. While `orbitalL` is still folded, `simp only` unfolds `hamiltonian` and uses `Matrix.add_apply`, `Matrix.smul_apply` and `Matrix.submatrix_apply` to carry the indices inside the sum, the scalar multiple and the submatrix; `Fin.sum_univ_three` writes out the sum over the three components. Only then, after the split into cases, does `simp [orbitalL]` insert the explicit matrices, whose entries can now be read off, and `ring` finishes the algebra. The added comment only explains this order.

The repair, with which the file compiles:

```diff
@@ -26,6 +26,8 @@
       (x / 2 * n 2 : ℂ) • !![0, -Complex.I; Complex.I, 0] := by
   ext i j
-  fin_cases i <;> fin_cases j <;>
-    simp [hamiltonian, orbitalL, Fin.sum_univ_three] <;> ring
+  -- pass to matrix entries before inserting the explicit orbital matrices
+  simp only [hamiltonian, Matrix.add_apply, Matrix.smul_apply, Matrix.submatrix_apply,
+    Fin.sum_univ_three]
+  fin_cases i <;> fin_cases j <;> simp [orbitalL] <;> ring
 
 end
```
